# For the density $Z e^{-2Z|x|}$, Metropolis steps of $\pm d$ have their largest mean squared displacement at $d = 2/Z$

In an atom, the core electrons sit in a narrow, steep density close to the nucleus, while the valence electrons spread over a much larger region. A Metropolis walk that moves both with the same step length can treat one of them badly. If the step is long, nearly every core move is rejected; if it is short, the valence electrons creep. How should the step length follow the width of the density?

## Acceptance and squared displacement as functions of the step

Take one electron on a line, in atomic units, with the normalised density

$$\rho(x) = Z e^{-2Z|x|}, \qquad Z > 0.$$

This is the ground-state density for an attractive delta potential of strength $Z$, and it falls off at the same exponential rate as the 1s density of a hydrogen-like ion. The number $Z$ need not be an integer: it sets the width of the density, so a small $Z$ can stand for a screened valence electron and a large one for a core electron.

From $x$, the sampler proposes $x+d$ or $x-d$ with probability $1/2$ each, and accepts a proposal $y$ with probability $A(x,y) = \min(1, \rho(y)/\rho(x))$. A rejected move leaves the electron in place. Averaged over $\rho$ and over both proposals, for $d \ge 0$,

$$\text{mean acceptance} = e^{-Zd}, \qquad \text{mean squared displacement} = d^2 e^{-Zd}.$$

The second quantity is largest at $d = 2/Z$ and strictly smaller at every other $d \ge 0$. The mean acceptance at the best step is $e^{-2} \approx 0.135$, whatever the value of $Z$.

## Choosing steps for core and valence electrons

In a many-electron atom no electron is permanently core or valence, since the antisymmetric wave function allows any of them to be found in either region. A variational Monte Carlo code can let the step length depend on the electron's distance from the nucleus, but the acceptance must then include the ratio of the reverse and forward proposal probabilities. The plain rule $A(x,y)$ above assumes that these are equal. The model here treats a core and a valence density separately, each with a fixed step. In this one-electron, one-dimensional model the best step shrinks as $1/Z$. The loss from a wrong choice is also explicit. If an electron bound with charge $a$ is moved with the step $2/b$ that suits a binding charge $b$, its mean squared displacement is the fraction

$$\left(\frac{a}{b}\right)^2 e^{2(1-a/b)}$$

of the best value. For a core charge four times the valence charge, core electrons moved with the valence step reach about 4% of their best value. Valence electrons moved with the core step reach about 28% of theirs. Within the model, a step too long by a factor of four costs more than one too short by the same factor.

The formulas also bear on tuning by acceptance rate. A step adjusted to an acceptance of one half has $d = \ln 2/Z$ here, and yields about 44% of the largest mean squared displacement. That figure belongs to this density and this two-point proposal, and should not be carried over to a Gaussian proposal in three dimensions.

To compare a sampler with $e^{-Zd}$, draw many independent starting points from $\rho$ and attempt one move from each. A single long walk with fixed steps $\pm d$ visits only the points $x_0 + nd$, with $x_0$ its starting point and $n$ an integer, so its time average generally depends on $x_0$.

## The accepted flow is proportional to the density at the midpoint of the move

**Normalisation.** The density is even, so

$$\int \rho(x)\,dx = 2\int_0^\infty Z e^{-2Zx}\,dx = 2Z\cdot\frac{1}{2Z} = 1.$$

**Accepted flow.** For a signed step $s$, multiply the acceptance by the density at the starting point:

$$\rho(x)A(x,x+s) = \min\bigl(\rho(x),\rho(x+s)\bigr) = Z e^{-2Z\max(|x|,|x+s|)}.$$

The minimum of the densities belongs to the end farther from the nucleus. Let $m = x+s/2$ be the midpoint of the move, so that the two ends are $m - s/2$ and $m + s/2$. By the triangle inequality neither end is farther from the origin than $|m| + |s|/2$, and the end for which the shift has the same sign as $m$ reaches this distance. If $m$ or $s$ is zero, both ends reach it. Therefore

$$\max(|x|,|x+s|) = |x+s/2| + |s|/2,$$

and

$$\rho(x)A(x,x+s) = e^{-Z|s|}\,\rho(x+s/2).$$

**Mean acceptance.** Put $s = d$ and $s = -d$, and average. Shifting the integration variable does not change an integral over the whole line, so

$$\frac{e^{-Zd}}{2}\left(\int\rho(x+d/2)\,dx + \int\rho(x-d/2)\,dx\right) = e^{-Zd}.$$

**Mean squared displacement.** Each accepted move contributes $d^2$ and each rejected move contributes zero. The average is $d^2$ times the mean acceptance, which is $d^2e^{-Zd}$.

**The maximum.** Set $t = Zd/2 \ge 0$. Then

$$d^2e^{-Zd} = \frac{4}{Z^2}\,t^2e^{-2t}.$$

The inequality $1+u < e^u$ for $u \ne 0$, taken at $u = t-1$, gives $t < e^{t-1}$ for $t \ne 1$. Both sides are non-negative, so squaring gives $t^2 < e^{2t-2}$, and multiplication by $e^{-2t}$ gives $t^2e^{-2t} < e^{-2}$. At $t=1$ the two sides are equal. The largest value is therefore $4e^{-2}/Z^2$, attained only at $d = 2/Z$.

**The mismatched step.** At charge $a$ and step $2/b$ the mean squared displacement is $(4/b^2)e^{-2a/b}$. Dividing by the best value $(4/a^2)e^{-2}$ gives the fraction quoted above.

**The step of zero length.** At $d=0$ every move is accepted and the electron never moves. The acceptance is at its highest exactly where the displacement vanishes, so a high acceptance rate alone says little about how well the walk explores.

**Mean absolute displacement.** The same argument handles $d\,e^{-Zd}$, the mean of the absolute displacement. With $t = Zd$, the inequality $t < e^{t-1}$ puts the unique maximum at $d = 1/Z$, where the acceptance is $e^{-1} \approx 0.37$. The preferred acceptance thus depends on which measure of movement is chosen. This variant is a pencil calculation and has no theorem in the code below.

## The Lean source

```lean
import Mathlib

open MeasureTheory

namespace MetropolisCoreValence

noncomputable section

/-- The normalised one-dimensional density `Z exp(-2Z|x|)` of an electron bound with
charge `Z > 0`. -/
def density (Z x : ℝ) : ℝ := Z * Real.exp (-(2 * Z * |x|))

/-- The Metropolis probability of accepting a proposed move from `x` to `y`, for `Z > 0`. -/
def acceptance (Z x y : ℝ) : ℝ := min 1 (density Z y / density Z x)

/-- The acceptance averaged over the target density and over the two equally likely
proposals `x + d` and `x - d`, for `Z > 0`. -/
def meanAcceptance (Z d : ℝ) : ℝ :=
  ∫ x, density Z x * ((acceptance Z x (x + d) + acceptance Z x (x - d)) / 2)

/-- The mean squared displacement in one Metropolis move, for `Z > 0`; a rejected move leaves
the electron in place and contributes zero. -/
def meanSquaredMove (Z d : ℝ) : ℝ :=
  ∫ x, density Z x * ((acceptance Z x (x + d) * ((x + d) - x) ^ 2
    + acceptance Z x (x - d) * ((x - d) - x) ^ 2) / 2)

/-- For `Z > 0` the target density integrates to one. -/
theorem integral_density {Z : ℝ} (hZ : 0 < Z) : ∫ x, density Z x = 1 := by
  -- fold the line onto the half-line, then rescale the exponential
  have h1 : ∫ x, density Z x
      = 2 * ∫ x in Set.Ioi (0 : ℝ), Z * Real.exp (-(2 * Z * x)) :=
    integral_comp_abs (f := fun u => Z * Real.exp (-(2 * Z * u)))
  have h2 : ∫ x in Set.Ioi (0 : ℝ), Real.exp (-(2 * Z * x))
      = (2 * Z)⁻¹ • ∫ x in Set.Ioi (2 * Z * 0), Real.exp (-x) :=
    integral_comp_mul_left_Ioi (fun u => Real.exp (-u)) 0 (by positivity)
  rw [mul_zero, integral_exp_neg_Ioi_zero, smul_eq_mul, mul_one] at h2
  rw [h1, integral_const_mul, h2]
  field_simp

/-- For `Z > 0` the accepted flow from `x` to `x + s` is `exp(-Z|s|)` times the density at the
midpoint of the move. -/
theorem accepted_flow {Z : ℝ} (hZ : 0 < Z) (x s : ℝ) :
    density Z x * acceptance Z x (x + s)
      = Real.exp (-(Z * |s|)) * density Z (x + s / 2) := by
  have hpos : 0 < density Z x := mul_pos hZ (Real.exp_pos _)
  have hne : density Z x ≠ 0 := hpos.ne'
  have hcancel : density Z x * (density Z (x + s) / density Z x) = density Z (x + s) := by
    field_simp
  have hmono : ∀ u v : ℝ, |u| ≤ |v| → density Z v ≤ density Z u := by
    intro u v h
    exact mul_le_mul_of_nonneg_left
      (Real.exp_le_exp.2 (by nlinarith [mul_le_mul_of_nonneg_left h hZ.le])) hZ.le
  have hexp : ∀ u : ℝ, u = |x + s / 2| + |s| / 2 → Z * Real.exp (-(2 * Z * u))
      = Real.exp (-(Z * |s|)) * (Z * Real.exp (-(2 * Z * |x + s / 2|))) := by
    intro u hu
    rw [hu, show -(2 * Z * (|x + s / 2| + |s| / 2))
      = -(Z * |s|) + -(2 * Z * |x + s / 2|) by ring, Real.exp_add]
    ring
  unfold acceptance
  rw [mul_min_of_nonneg _ _ hpos.le, mul_one, hcancel]
  -- the end farther from the nucleus is at distance |x + s/2| + |s|/2
  rcases le_total |x| |x + s| with h | h
  · rw [min_eq_right (hmono _ _ h)]
    refine hexp _ ?_
    rcases abs_cases x with ⟨h1, h1'⟩ | ⟨h1, h1'⟩ <;>
    rcases abs_cases (x + s) with ⟨h2, h2'⟩ | ⟨h2, h2'⟩ <;>
    rcases abs_cases (x + s / 2) with ⟨h3, h3'⟩ | ⟨h3, h3'⟩ <;>
    rcases abs_cases s with ⟨h4, h4'⟩ | ⟨h4, h4'⟩ <;> linarith
  · rw [min_eq_left (hmono _ _ h)]
    refine hexp _ ?_
    rcases abs_cases x with ⟨h1, h1'⟩ | ⟨h1, h1'⟩ <;>
    rcases abs_cases (x + s) with ⟨h2, h2'⟩ | ⟨h2, h2'⟩ <;>
    rcases abs_cases (x + s / 2) with ⟨h3, h3'⟩ | ⟨h3, h3'⟩ <;>
    rcases abs_cases s with ⟨h4, h4'⟩ | ⟨h4, h4'⟩ <;> linarith

/-- For `Z > 0` and step length `d ≥ 0` the mean Metropolis acceptance is `exp(-Zd)`. -/
theorem meanAcceptance_eq {Z d : ℝ} (hZ : 0 < Z) (hd : 0 ≤ d) :
    meanAcceptance Z d = Real.exp (-(Z * d)) := by
  have hI : Integrable (density Z) := by
    by_contra h
    have h0 : ∫ x, density Z x = 0 := integral_undef h
    rw [integral_density hZ] at h0
    exact one_ne_zero h0
  -- both proposals give a shifted copy of the density
  have hfun : (fun x => density Z x * ((acceptance Z x (x + d) + acceptance Z x (x - d)) / 2))
      = fun x => Real.exp (-(Z * d)) / 2 * density Z (x + d / 2)
        + Real.exp (-(Z * d)) / 2 * density Z (x + -d / 2) := by
    funext x
    have h1 := accepted_flow hZ x d
    have h2 := accepted_flow hZ x (-d)
    rw [abs_of_nonneg hd] at h1
    rw [abs_neg, abs_of_nonneg hd, ← sub_eq_add_neg] at h2
    linear_combination h1 / 2 + h2 / 2
  unfold meanAcceptance
  rw [hfun, integral_add ((hI.comp_add_right (d / 2)).const_mul _)
    ((hI.comp_add_right (-d / 2)).const_mul _), integral_const_mul, integral_const_mul,
    integral_add_right_eq_self (density Z), integral_add_right_eq_self (density Z),
    integral_density hZ]
  ring

/-- For `Z > 0` and `d ≥ 0` the mean squared displacement per move is `d² exp(-Zd)`. -/
theorem meanSquaredMove_eq {Z d : ℝ} (hZ : 0 < Z) (hd : 0 ≤ d) :
    meanSquaredMove Z d = d ^ 2 * Real.exp (-(Z * d)) := by
  rw [← meanAcceptance_eq hZ hd]
  unfold meanSquaredMove meanAcceptance
  rw [← integral_const_mul]
  congr 1
  funext x
  ring

/-- For `Z > 0` the step `2/Z` gives a strictly larger mean squared displacement per move than
any other step length `d ≥ 0`. -/
theorem optimal_step {Z d : ℝ} (hZ : 0 < Z) (hd : 0 ≤ d) (hne : d ≠ 2 / Z) :
    meanSquaredMove Z d < meanSquaredMove Z (2 / Z) := by
  rw [meanSquaredMove_eq hZ hd, meanSquaredMove_eq hZ (by positivity)]
  have hz : 2 / Z * (Z * d / 2) = d := by field_simp
  have hz2 : Z * (2 / Z) = 2 := by field_simp
  have ht : Z * d / 2 - 1 ≠ 0 := by
    intro h
    apply hne
    rw [eq_div_iff hZ.ne']
    linarith
  -- with t = Zd/2, use t < exp(t - 1) away from t = 1
  have h1 : Z * d / 2 < Real.exp (Z * d / 2 - 1) := by
    have := Real.add_one_lt_exp ht
    linarith
  have h2 : (Z * d / 2) ^ 2 < Real.exp (Z * d / 2 - 1) ^ 2 :=
    pow_lt_pow_left₀ h1 (by positivity) two_ne_zero
  have h3 : Real.exp (Z * d / 2 - 1) ^ 2 * Real.exp (-(Z * d)) = Real.exp (-2) := by
    rw [pow_two, ← Real.exp_add, ← Real.exp_add]
    congr 1
    ring
  calc d ^ 2 * Real.exp (-(Z * d))
      = (2 / Z) ^ 2 * ((Z * d / 2) ^ 2 * Real.exp (-(Z * d))) := by
        rw [← mul_assoc, ← mul_pow, hz]
    _ < (2 / Z) ^ 2 * (Real.exp (Z * d / 2 - 1) ^ 2 * Real.exp (-(Z * d))) :=
        mul_lt_mul_of_pos_left (mul_lt_mul_of_pos_right h2 (Real.exp_pos _)) (by positivity)
    _ = (2 / Z) ^ 2 * Real.exp (-(Z * (2 / Z))) := by rw [h3, hz2]

/-- At the step `2/Z` the mean acceptance is `exp(-2)`, for every charge `Z > 0`. -/
theorem acceptance_at_optimal_step {Z : ℝ} (hZ : 0 < Z) :
    meanAcceptance Z (2 / Z) = Real.exp (-2) := by
  have hz : Z * (2 / Z) = 2 := by field_simp
  rw [meanAcceptance_eq hZ (by positivity), hz]

/-- For charges `a, b > 0`, sampling the density of charge `a` with the step `2/b` gives
`(a/b)² exp(2(1 - a/b))` times the mean squared displacement obtained with the step `2/a`. -/
theorem mismatched_step {a b : ℝ} (ha : 0 < a) (hb : 0 < b) :
    meanSquaredMove a (2 / b)
      = (a / b) ^ 2 * Real.exp (2 * (1 - a / b)) * meanSquaredMove a (2 / a) := by
  have e1 : a * (2 / a) = 2 := by field_simp
  have e2 : Real.exp (-(a * (2 / b))) = Real.exp (2 * (1 - a / b)) * Real.exp (-2) := by
    rw [← Real.exp_add]
    congr 1
    ring
  have e3 : a / b * (2 / a) = 2 / b := by field_simp
  rw [meanSquaredMove_eq ha (show 0 ≤ 2 / b by positivity),
    meanSquaredMove_eq ha (show 0 ≤ 2 / a by positivity), e1, e2, ← e3, mul_pow]
  ring

end

end MetropolisCoreValence
```

```lean
#print axioms MetropolisCoreValence.meanSquaredMove_eq
#print axioms MetropolisCoreValence.optimal_step
#print axioms MetropolisCoreValence.acceptance_at_optimal_step
#print axioms MetropolisCoreValence.mismatched_step
```

```
'MetropolisCoreValence.meanSquaredMove_eq' depends on axioms: [propext, Classical.choice, Quot.sound]
'MetropolisCoreValence.optimal_step' depends on axioms: [propext, Classical.choice, Quot.sound]
'MetropolisCoreValence.acceptance_at_optimal_step' depends on axioms: [propext, Classical.choice, Quot.sound]
'MetropolisCoreValence.mismatched_step' depends on axioms: [propext, Classical.choice, Quot.sound]
```

## Exact averages for one electron, and the distance to an atom

**The definitions.** `density Z x` is $\rho(x)$, already normalised, and `acceptance Z x y` is $A(x,y)$. Positions, charges and step lengths are real numbers. `meanAcceptance` and `meanSquaredMove` are integrals over the whole line, with the factor $1/2$ for the two proposals written into the integrand. In `meanSquaredMove` each squared displacement is weighted by its acceptance probability, which is how rejected moves come to contribute zero.

**The statements.** `meanAcceptance_eq` and `meanSquaredMove_eq` give the two closed forms for every $Z > 0$ and $d \ge 0$. `optimal_step` says that any $d \ge 0$ different from $2/Z$ has a strictly smaller mean squared displacement than $2/Z$, which covers both the maximum and its uniqueness. `acceptance_at_optimal_step` gives the value $e^{-2}$, and `mismatched_step` gives the loss factor for any two positive charges. The condition $Z > 0$ stands for binding: it makes the density decay away from the nucleus.

**The proof of the flow identity.** `integral_density` folds the line onto the half-line and rescales the exponential, as in the normalisation step. `accepted_flow` then moves the density inside the minimum. Its local fact `hmono` says that the density does not increase with distance from the nucleus, and `hexp` splits the exponential into the factor $e^{-Z|s|}$ and the midpoint density. The proof separates the two cases of which end is farther out. In place of the triangle inequality it goes through the possible signs of $x$, $x+s$, $x+s/2$ and $s$ with `abs_cases`, and `linarith` settles each combination.

**The proof of the averages.** `meanAcceptance_eq` first needs the density to be integrable. Lean assigns the value zero to the integral of a non-integrable function, and this integral has already been found to be one, so the density is integrable. The fact `hfun` rewrites the integrand as two shifted densities, and `integral_add_right_eq_self` removes the shifts. For `meanSquaredMove_eq`, the factor $d^2$ is taken out of the integral.

**The proof of the maximum.** `optimal_step` follows the substitution $t = Zd/2$. The strict inequality comes from `Real.add_one_lt_exp`, `h2` squares it, and the final `calc` block restores the factor $(2/Z)^2$. The last two theorems follow from the closed forms by algebra.

**What is guaranteed.** The averages are exact integrals over the target density, with no small-step expansion and no sampling error. They describe a single move from an electron that is already distributed according to $\rho$. Equilibration and the correlation between successive moves do not enter. A large mean squared displacement is a sensible aim when tuning a step, but it is not the statistical error of an energy, and the step that minimises that error may differ from $2/Z$.

**What is left to the user.** The step from this model to a real calculation is the replacement of an interacting, many-electron density in three dimensions by one exponential profile on a line. No hypothesis in the theorems bridges it. For an atom, the $1/Z$ scaling is a reasonable starting point for the step lengths in the core and valence regions, provided that $Z$ is read as the exponent in the local decay $e^{-2Zr}$ of the density and not as the nuclear charge. The prefactor 2 and the acceptance $e^{-2}$ should be replaced by values tuned for the proposal and wave function in use.
